# For $|V'''|\le M$ and energy errors up to $e$, a central-difference force errs by at most $Mh^2/6+e/h$

## How far should I displace the atom?

I displace one atom by $\pm h$ along a coordinate, compute the energy at both positions, and take minus the difference over $2h$ as the force. Each energy is slightly wrong, because the self-consistency loop stops at a finite tolerance. A large step picks up the curvature of the force, while a small one magnifies the energy errors. If the energy $V$ is three times continuously differentiable with $|V'''|\le M$, and each energy is off by at most $e$, I expect an error of at most $Mh^2/6+e/h$. For $M,e>0$ this should be smallest at $h=(3e/M)^{1/3}$, with value $(9Me^2)^{1/3}/2$. Can this be made rigorous and checked by machine, including whether the bound can be improved?

## Truncation, noise and the best step

Yes, and for these assumptions the bound cannot be improved. Fix the position $x$ and a step $h>0$, and for $0\le t\le h$ let

$$G(t)=V(x+t)-V(x-t)-2tV'(x).$$

Its derivatives are

$$\begin{aligned}
G'(t)&=V'(x+t)+V'(x-t)-2V'(x),\\
G''(t)&=V''(x+t)-V''(x-t),\\
G'''(t)&=V'''(x+t)+V'''(x-t).
\end{aligned}$$

$G$, $G'$ and $G''$ vanish at $t=0$, and $|G'''|\le 2M$. Integrating three times gives $|G''(t)|\le 2Mt$, $|G'(t)|\le Mt^2$ and $|G(t)|\le Mt^3/3$.

Write the sampled energies as $s(x\pm h)=V(x\pm h)+\delta_\pm$ with $|\delta_\pm|\le e$. The numerical force minus the exact force $-V'(x)$ is

$$-\frac{G(h)+\delta_+-\delta_-}{2h},$$

whose magnitude is at most

$$\frac{Mh^3/3+2e}{2h}=\frac{Mh^2}{6}+\frac eh=:B(h).$$

Now let $M,e>0$ and $a=(3e/M)^{1/3}$, so that $e=Ma^3/3$. Then $B(a)=Ma^2/6+Ma^2/3=Ma^2/2$. Since $(Ma^2)^3=9Me^2$, this equals $(9Me^2)^{1/3}/2$. For any other $h>0$,

$$B(h)-B(a)=\frac{M(h^3-3a^2h+2a^3)}{6h}=\frac{M(h-a)^2(h+2a)}{6h}>0.$$

The bound is attained by $V(y)=My^3/6$, with samples too high by $e$ for $y>0$ and too low by $e$ elsewhere. At the origin the exact force is zero and the numerical force is

$$-\frac{2(Mh^3/6+e)}{2h}=-B(h).$$

For these data, no step brings the error below $(9Me^2)^{1/3}/2$. This is a mathematical worst case for the stated assumptions, not a model of a real atom: the cubic is unbounded below, and the energy errors are chosen to add to the truncation error. If both errors are known to lie between $0$ and $e$, as for an energy minimised from above and stopped within $e$ of its minimum, then $|\delta_+-\delta_-|\le e$ and the noise term drops to $e/(2h)$.

In Lean 4 with Mathlib:

```lean
import Mathlib

open Set

namespace NoisyNumericalForce

noncomputable section

/-- The exact force at `x` in the potential `V`: minus the slope of the potential. -/
def force (V : ℝ → ℝ) (x : ℝ) : ℝ := -deriv V x

/-- The central-difference force at `x` with step `h`, computed from sampled energies `s`. -/
def centralForce (s : ℝ → ℝ) (h x : ℝ) : ℝ := -(s (x + h) - s (x - h)) / (2 * h)

/-- The sum of the truncation term `M h² / 6` and the sampling-noise term `e / h`. -/
def errorBound (M e h : ℝ) : ℝ := M * h ^ 2 / 6 + e / h

/-- The step `(3 e / M)^(1/3)`. -/
def optimalStep (M e : ℝ) : ℝ := (3 * e / M) ^ ((1 : ℝ) / 3)

/-- A quantity that starts at zero and changes at a rate of at most `c tⁿ` has magnitude
at most `c tⁿ⁺¹ / (n + 1)`. -/
theorem abs_le_of_rate_le {g g' : ℝ → ℝ} {c h : ℝ} (n : ℕ)
    (hg : ∀ t, HasDerivAt g (g' t) t) (h0 : g 0 = 0)
    (hb : ∀ t ∈ Icc 0 h, |g' t| ≤ c * t ^ n) :
    ∀ t ∈ Icc 0 h, |g t| ≤ c * t ^ (n + 1) / ((n : ℝ) + 1) := by
  intro t ht
  have hn : (n : ℝ) + 1 ≠ 0 := by positivity
  have hB : ∀ u : ℝ, HasDerivAt (fun u : ℝ => c * u ^ (n + 1) / ((n : ℝ) + 1))
      (c * u ^ n) u := by
    intro u
    refine (((hasDerivAt_pow (n + 1) u).const_mul c).div_const ((n : ℝ) + 1)).congr_deriv ?_
    rw [Nat.add_sub_cancel]
    push_cast
    field_simp
  exact image_norm_le_of_norm_deriv_right_le_deriv_boundary (f := g) (f' := g')
    (a := 0) (b := h) (B := fun u : ℝ => c * u ^ (n + 1) / ((n : ℝ) + 1))
    (B' := fun u : ℝ => c * u ^ n)
    (fun u _ => (hg u).continuousAt.continuousWithinAt)
    (fun u _ => (hg u).hasDerivWithinAt) (by simp [h0]) hB
    (fun u hu => hb u ⟨hu.1, hu.2.le⟩) ht

/-- If the third derivative of the potential is at most `M` in magnitude between the sampling
points and both sampled energies are accurate to `e`, the central-difference force is accurate
to `M h² / 6 + e / h`. -/
theorem centralForce_error_le {V s : ℝ → ℝ} {M e h x : ℝ} (hV : ContDiff ℝ 3 V) (hh : 0 < h)
    (hM : ∀ y ∈ Icc (x - h) (x + h), |iteratedDeriv 3 V y| ≤ M)
    (hr : |s (x + h) - V (x + h)| ≤ e) (hl : |s (x - h) - V (x - h)| ≤ e) :
    |centralForce s h x - force V x| ≤ errorBound M e h := by
  have D : ∀ k : ℕ, k < 3 → ∀ y,
      HasDerivAt (iteratedDeriv k V) (iteratedDeriv (k + 1) V y) y := by
    intro k hk y
    rw [iteratedDeriv_succ]
    exact (hV.differentiable_iteratedDeriv k (by exact_mod_cast hk) y).hasDerivAt
  have D2 : ∀ y, HasDerivAt (iteratedDeriv 2 V) (iteratedDeriv 3 V y) y := D 2 (by norm_num)
  have D1 : ∀ y, HasDerivAt (deriv V) (iteratedDeriv 2 V y) y := by
    intro y
    have := D 1 (by norm_num) y
    rw [iteratedDeriv_one] at this
    exact this
  have D0 : ∀ y, HasDerivAt V (deriv V y) y := fun y =>
    (hV.differentiable (by norm_num) y).hasDerivAt
  have b3 : ∀ t ∈ Icc 0 h,
      |iteratedDeriv 3 V (x + t) + iteratedDeriv 3 V (x - t)| ≤ 2 * M * t ^ 0 := by
    intro t ht
    have h1 := abs_le.1 (hM (x + t) ⟨by linarith [ht.1], by linarith [ht.2]⟩)
    have h2 := abs_le.1 (hM (x - t) ⟨by linarith [ht.2], by linarith [ht.1]⟩)
    rw [pow_zero, mul_one]
    exact abs_le.2 ⟨by linarith [h1.1, h2.1], by linarith [h1.2, h2.2]⟩
  -- Integrate the bound on the third derivative three times.
  have b2 := abs_le_of_rate_le
    (g := fun t => iteratedDeriv 2 V (x + t) - iteratedDeriv 2 V (x - t)) 0
    (fun t => (((D2 (x + t)).comp_const_add x t).fun_sub
      ((D2 (x - t)).comp_const_sub x t)).congr_deriv (by ring))
    (by simp only [add_zero, sub_zero]; ring) b3
  have b1 := abs_le_of_rate_le (c := 2 * M) (h := h)
    (g := fun t => deriv V (x + t) + deriv V (x - t) - 2 * deriv V x)
    (g' := fun t => iteratedDeriv 2 V (x + t) - iteratedDeriv 2 V (x - t)) 1
    (fun t => ((((D1 (x + t)).comp_const_add x t).fun_add
      ((D1 (x - t)).comp_const_sub x t)).sub_const (2 * deriv V x)).congr_deriv (by ring))
    (by simp only [add_zero, sub_zero]; ring)
    (fun t ht => (b2 t ht).trans_eq (by push_cast; ring))
  have b0 := abs_le_of_rate_le (c := M) (h := h)
    (g := fun t => V (x + t) - V (x - t) - 2 * t * deriv V x)
    (g' := fun t => deriv V (x + t) + deriv V (x - t) - 2 * deriv V x) 2
    (fun t => ((((D0 (x + t)).comp_const_add x t).fun_sub
      ((D0 (x - t)).comp_const_sub x t)).fun_sub
      (((hasDerivAt_id' t).const_mul 2).mul_const (deriv V x))).congr_deriv (by ring))
    (by simp only [add_zero, sub_zero]; ring)
    (fun t ht => (b1 t ht).trans_eq (by push_cast; ring))
  have ht : |V (x + h) - V (x - h) - 2 * h * deriv V x| ≤ M * h ^ 3 / 3 :=
    (b0 h ⟨hh.le, le_rfl⟩).trans_eq (by push_cast; ring)
  -- Add the two sampling errors to the truncation error.
  have heq : centralForce s h x - force V x =
      -(s (x + h) - s (x - h) - 2 * h * deriv V x) / (2 * h) := by
    unfold centralForce force
    field_simp
    ring
  have hbd : errorBound M e h * (2 * h) = M * h ^ 3 / 3 + 2 * e := by
    unfold errorBound
    field_simp
    ring
  have h2 : 0 < 2 * h := by positivity
  rw [heq, abs_div, abs_of_pos h2, div_le_iff₀ h2, hbd, abs_neg]
  have ht' := abs_le.1 ht
  have hr' := abs_le.1 hr
  have hl' := abs_le.1 hl
  exact abs_le.2 ⟨by linarith [ht'.1, hr'.1, hl'.2], by linarith [ht'.2, hr'.2, hl'.1]⟩

/-- The optimal step `a` is positive and satisfies `e = M a³ / 3`. -/
theorem optimalStep_spec {M e : ℝ} (hM : 0 < M) (he : 0 < e) :
    0 < optimalStep M e ∧ e = M * optimalStep M e ^ 3 / 3 := by
  have hc : optimalStep M e ^ 3 = 3 * e / M := by
    rw [optimalStep, ← Real.rpow_natCast, ← Real.rpow_mul (by positivity)]
    norm_num
  refine ⟨Real.rpow_pos_of_pos (by positivity) _, ?_⟩
  rw [hc]
  field_simp

/-- At the optimal step the error bound equals `(9 M e²)^(1/3) / 2`. -/
theorem errorBound_optimalStep {M e : ℝ} (hM : 0 < M) (he : 0 < e) :
    errorBound M e (optimalStep M e) = (9 * M * e ^ 2) ^ ((1 : ℝ) / 3) / 2 := by
  obtain ⟨ha, hc⟩ := optimalStep_spec hM he
  generalize optimalStep M e = a at ha hc ⊢
  subst hc
  have hcube : 9 * M * (M * a ^ 3 / 3) ^ 2 = (M * a ^ 2) ^ 3 := by ring
  have hroot : ((M * a ^ 2) ^ 3) ^ ((1 : ℝ) / 3) = M * a ^ 2 := by
    rw [← Real.rpow_natCast (M * a ^ 2) 3, ← Real.rpow_mul (by positivity)]
    norm_num
  rw [hcube, hroot]
  unfold errorBound
  field_simp
  ring

/-- Every other positive step has a strictly larger error bound than the optimal step. -/
theorem errorBound_optimalStep_lt {M e h : ℝ} (hM : 0 < M) (he : 0 < e) (hh : 0 < h)
    (hne : h ≠ optimalStep M e) : errorBound M e (optimalStep M e) < errorBound M e h := by
  obtain ⟨ha, hc⟩ := optimalStep_spec hM he
  generalize optimalStep M e = a at ha hc hne ⊢
  subst hc
  -- The excess over the minimum is a square times positive factors.
  have key : errorBound M (M * a ^ 3 / 3) h - errorBound M (M * a ^ 3 / 3) a =
      M * (h - a) ^ 2 * (h + 2 * a) / (6 * h) := by
    unfold errorBound
    field_simp
    ring
  have hsq : 0 < (h - a) ^ 2 :=
    lt_of_le_of_ne (sq_nonneg _) (Ne.symm (pow_ne_zero 2 (sub_ne_zero.2 hne)))
  have hpos : 0 < M * (h - a) ^ 2 * (h + 2 * a) / (6 * h) :=
    div_pos (mul_pos (mul_pos hM hsq) (by positivity)) (by positivity)
  linarith

/-- The cubic potential `M y³ / 6`. -/
def cubicPotential (M y : ℝ) : ℝ := M * y ^ 3 / 6

/-- Samples of the cubic potential, too high by `e` right of the origin and too low by `e`
elsewhere. -/
def biasedSamples (M e y : ℝ) : ℝ := cubicPotential M y + if 0 < y then e else -e

/-- The slope of the cubic potential is `M y² / 2`. -/
theorem deriv_cubicPotential (M : ℝ) : deriv (cubicPotential M) = fun y => M * y ^ 2 / 2 := by
  funext y
  refine HasDerivAt.deriv ((((hasDerivAt_pow 3 y).const_mul M).div_const 6).congr_deriv ?_)
  show M * (((3 : ℕ) : ℝ) * y ^ 2) / 6 = M * y ^ 2 / 2
  push_cast
  ring

/-- The cubic potential is smooth to third order with third derivative `M`, and its biased
samples are off by exactly `e` everywhere. -/
theorem biasedSamples_witness (M : ℝ) {e : ℝ} (he : 0 ≤ e) :
    ContDiff ℝ 3 (cubicPotential M) ∧ (∀ y, iteratedDeriv 3 (cubicPotential M) y = M) ∧
      ∀ y, |biasedSamples M e y - cubicPotential M y| = e := by
  refine ⟨?_, fun y => ?_, fun y => ?_⟩
  · show ContDiff ℝ 3 (fun y : ℝ => M * y ^ 3 / 6)
    fun_prop
  · have d2 : deriv (fun y : ℝ => M * y ^ 2 / 2) = fun y => M * y := by
      funext y
      refine HasDerivAt.deriv ((((hasDerivAt_pow 2 y).const_mul M).div_const 2).congr_deriv ?_)
      show M * (((2 : ℕ) : ℝ) * y ^ 1) / 2 = M * y
      push_cast
      ring
    have d3 : deriv (fun y : ℝ => M * y) = fun _ => M := by
      funext y
      exact (((hasDerivAt_id' y).const_mul M).congr_deriv (mul_one M)).deriv
    have hi : iteratedDeriv 3 (cubicPotential M) = deriv (deriv (deriv (cubicPotential M))) := by
      simp only [iteratedDeriv_succ, iteratedDeriv_zero]
    rw [hi, deriv_cubicPotential, d2, d3]
  · unfold biasedSamples
    rw [add_sub_cancel_left]
    split_ifs
    · exact abs_of_nonneg he
    · rw [abs_neg, abs_of_nonneg he]

/-- For the biased samples of the cubic potential, the force error at the origin equals the
error bound at every positive step. -/
theorem centralForce_error_attained {M e h : ℝ} (hM : 0 ≤ M) (he : 0 ≤ e) (hh : 0 < h) :
    |centralForce (biasedSamples M e) h 0 - force (cubicPotential M) 0| =
      errorBound M e h := by
  have hp : biasedSamples M e (0 + h) = M * h ^ 3 / 6 + e := by
    rw [biasedSamples, if_pos (by linarith), cubicPotential]
    ring
  have hm : biasedSamples M e (0 - h) = -(M * h ^ 3 / 6) - e := by
    rw [biasedSamples, if_neg (by linarith), cubicPotential]
    ring
  have heq : centralForce (biasedSamples M e) h 0 - force (cubicPotential M) 0 =
      -errorBound M e h := by
    unfold centralForce force errorBound
    rw [hp, hm, deriv_cubicPotential]
    field_simp
    ring
  have hnn : 0 ≤ errorBound M e h := by
    unfold errorBound
    positivity
  rw [heq, abs_neg, abs_of_nonneg hnn]

/-- For the biased samples of the cubic potential, the force error at the origin is at least
`(9 M e²)^(1/3) / 2` at every positive step. -/
theorem centralForce_error_ge {M e h : ℝ} (hM : 0 < M) (he : 0 < e) (hh : 0 < h) :
    (9 * M * e ^ 2) ^ ((1 : ℝ) / 3) / 2 ≤
      |centralForce (biasedSamples M e) h 0 - force (cubicPotential M) 0| := by
  rw [centralForce_error_attained hM.le he.le hh, ← errorBound_optimalStep hM he]
  by_cases hc : h = optimalStep M e
  · rw [← hc]
  · exact (errorBound_optimalStep_lt hM he hh hc).le

end

end NoisyNumericalForce
```

```lean
#print axioms NoisyNumericalForce.centralForce_error_le
#print axioms NoisyNumericalForce.centralForce_error_ge
```

```
'NoisyNumericalForce.centralForce_error_le' depends on axioms: [propext, Classical.choice, Quot.sound]
'NoisyNumericalForce.centralForce_error_ge' depends on axioms: [propext, Classical.choice, Quot.sound]
```

## What the theorems say about the force

`force V x` is $-V'(x)$, `centralForce s h x` is the numerical force from the samples `s`, and `errorBound M e h` is $B(h)$. In `centralForce_error_le`, `ContDiff ℝ 3 V` asks for smoothness on the whole line, but `hM` bounds the third derivative only on $[x-h,x+h]$. To use the bound at the optimal step, $M$ must therefore hold on $[x-a,x+a]$. The calculation by hand needs smoothness only on $[x-h,x+h]$ as well, so it also covers a bond length, whose energy diverges where the two nuclei meet, as long as that point lies outside the interval.

The constant $M$ limits how fast the force constant $V''$ changes along the coordinate, and $e$ is an absolute tolerance on each energy. Both are assumed known. The arithmetic is exact: rounding in the displaced positions, the subtraction and the division is not modelled.

`errorBound_optimalStep` gives the minimum value, and `errorBound_optimalStep_lt` makes the minimiser unique among positive steps. It minimises the guaranteed bound; the actual error for a particular potential may be smaller at another step. In electronic structure this can guide the choice of displacement when forces are computed from total energies, for one coordinate with a smooth energy and known $M$ and $e$.

## How the proof follows the calculation

`abs_le_of_rate_le` replaces integration by a comparison theorem: a quantity that starts at zero with rate at most $ct^n$ stays within $ct^{n+1}/(n+1)$. Using it with $n=0,1,2$ produces `b2`, `b1` and `b0`, the bounds on $G''$, $G'$ and $G$. The final `linarith` calls add the sampling errors.

`optimalStep_spec` supplies $e=Ma^3/3$. The next two proofs substitute this for $e$, so that `field_simp` and `ring` can verify the value and the factorised difference `key`.

`biasedSamples_witness` confirms that the cubic example meets the assumptions, `centralForce_error_attained` computes its error, and `centralForce_error_ge` combines that with the minimum.

## The one-sided difference

The same argument with two integrations treats the forward difference. If $|V''|\le K$ on $[x,x+h]$, the error is at most $Kh/2+2e/h$. For $K,e>0$ this is smallest at $h=2\sqrt{e/K}$, where it equals $2\sqrt{Ke}$.
